# Casida pole expansion and f-sum rule in a finite real model with positive definite $A-B$

For real symmetric $A+B$ and $A-B=R^2$, with $R$ real, symmetric and invertible, the polarizability along one direction in space is, in atomic units, a sum over poles,

$$2\,d^T\big((A+B)-\omega^2(A-B)^{-1}\big)^{-1}d=\sum_k\frac{f_k}{L_k-\omega^2},\qquad \sum_k f_k=2\,d^T(A-B)d .$$

Here $d$ lists the dipole matrix elements of the basis excitations along that direction, $R(A+B)R\,F_k=L_kF_k$ with the $F_k$ forming an orthonormal basis, $f_k=2(d^TRF_k)^2$, and $\omega^2$ is none of the $L_k$. I know this from linear-response theory. Can it be made rigorous, with a proof that a machine has checked?

## Diagonalising the response matrix with the Casida modes

Yes. Write $s=\omega^2$ and $K(s)=(A+B)-s(A-B)^{-1}$. Let $G$ have the $F_k$ as rows, and set $P=GR$ and $\Lambda=\mathrm{diag}(L_k)$.

Orthonormality gives $GG^T=1$, and $G^TG=1$ because $G$ is square. The eigenvalue equations read $R(A+B)R\,G^T=G^T\Lambda$, and $R(A-B)^{-1}R=RR^{-1}R^{-1}R=1$. Hence

$$PK(s)P^T=G\big(R(A+B)R-s\big)G^T=\Lambda-s .$$

Taking determinants, $(\det P)^2\det K(s)=\prod_k(L_k-s)$. As $\det P\neq0$, $K(s)$ is invertible exactly when $s$ is none of the $L_k$, and then $K(s)^{-1}=P^T(\Lambda-s)^{-1}P$. Since $(Pd)_k=F_k^TRd=d^TRF_k$,

$$2d^TK(s)^{-1}d=\sum_k\frac{2(d^TRF_k)^2}{L_k-s}.$$

The sum rule follows from $P^TP=RG^TGR=A-B$, which gives $2d^T(A-B)d=2\sum_k(Pd)_k^2=\sum_kf_k$.

The same polarizability comes from the excitation and de-excitation amplitudes $X$ and $Y$, which obey

$$AX+BY-\omega X=d,\qquad BX+AY+\omega Y=d .$$

Subtracting gives $(A-B)(X-Y)=\omega(X+Y)$; adding gives $(A+B)(X+Y)-\omega(X-Y)=2d$. Eliminating $X-Y$ leaves $K(\omega^2)(X+Y)=2d$, so $d^T(X+Y)=2d^TK(\omega^2)^{-1}d$.

At high frequency, $s f_k/(L_k-s)=-f_k-f_kL_k/(s-L_k)\to-f_k$. Thus $\omega^2$ times the polarizability tends to $-2d^T(A-B)d$.

## Two coupled excitations

Take $A+B=\begin{pmatrix}41&-6\\-6&17/2\end{pmatrix}$, $R=\mathrm{diag}(1,2)$ and $d=(1,1)$. Then $R(A+B)R=\begin{pmatrix}41&-12\\-12&34\end{pmatrix}$ has $L_0=25$, $L_1=50$, $F_0=(3/5,4/5)$ and $F_1=(-4/5,3/5)$.

The strengths are $f_0=2(11/5)^2=242/25$ and $f_1=2(2/5)^2=8/25$. They add up to $10=2(1+4)$. At $\omega=0$ the pole sum is $242/625+8/1250=0.3936$, and direct inversion gives $2d^T(A+B)^{-1}d=123/312.5=0.3936$.

## The Lean file and its physical content

```lean
import Mathlib

open Matrix Filter Topology

namespace CasidaSumRule

noncomputable section

variable {n : Type*} [Fintype n] [DecidableEq n]

/-- The response matrix `(A+B) - s (A-B)⁻¹` at squared frequency `s`, for invertible `A-B`. -/
def responseMatrix (A B : Matrix n n ℝ) (s : ℝ) : Matrix n n ℝ :=
  (A + B) - s • (A - B)⁻¹

/-- The polarizability along the dipole vector `d` at squared frequency `s`, meaningful where `A-B`
and the response matrix are invertible. -/
def polarizability (A B : Matrix n n ℝ) (d : n → ℝ) (s : ℝ) : ℝ :=
  2 * (d ⬝ᵥ ((responseMatrix A B s)⁻¹ *ᵥ d))

/-- The oscillator strength `2 (dᵀ R F_k)²` of mode `k`. -/
def oscillatorStrength (R : Matrix n n ℝ) (F : n → n → ℝ) (d : n → ℝ) (k : n) : ℝ :=
  2 * (d ⬝ᵥ (R *ᵥ F k)) ^ 2

/-- `R` is a symmetric invertible square root of `A-B`, and the `F k` are orthonormal
eigenvectors of the Casida matrix `R(A+B)R` with eigenvalues `L k`. -/
structure CasidaModes (A B R : Matrix n n ℝ) (L : n → ℝ) (F : n → n → ℝ) : Prop where
  root : R * R = A - B
  sym : Rᵀ = R
  unit : IsUnit R.det
  ortho : ∀ i j, F i ⬝ᵥ F j = if i = j then 1 else 0
  eigen : ∀ k, (R * (A + B) * R) *ᵥ F k = L k • F k

variable {A B R : Matrix n n ℝ} {L : n → ℝ} {F : n → n → ℝ}

/-- If `A+B` is symmetric and `A-B` has a symmetric invertible square root `R`, then a full
set of Casida modes exists. -/
theorem exists_modes (hS : (A + B)ᵀ = A + B) (hR : Rᵀ = R) (hu : IsUnit R.det)
    (hroot : R * R = A - B) : ∃ L F, CasidaModes A B R L F := by
  have hC : (R * (A + B) * R).IsHermitian := by
    rw [Matrix.IsHermitian, Matrix.conjTranspose_eq_transpose_of_trivial,
      Matrix.transpose_mul, Matrix.transpose_mul, hS, hR, Matrix.mul_assoc]
  refine ⟨hC.eigenvalues, fun k => (hC.eigenvectorBasis k).ofLp, hroot, hR, hu, ?_, ?_⟩
  · intro i j
    have h := orthonormal_iff_ite.1 hC.eigenvectorBasis.orthonormal i j
    rw [EuclideanSpace.inner_eq_star_dotProduct, star_trivial, dotProduct_comm] at h
    exact h
  · intro k
    exact hC.mulVec_eigenvectorBasis k

/-- The matrix whose rows are the Casida modes is orthogonal. -/
theorem modes_orthogonal (h : CasidaModes A B R L F) :
    Matrix.of F * (Matrix.of F)ᵀ = 1 := by
  ext i j
  rw [Matrix.one_apply]
  exact h.ortho i j

/-- In the basis of Casida modes, scaled by `R`, the response matrix is diagonal with
entries `L k - s`. -/
theorem mode_congruence (h : CasidaModes A B R L F) (s : ℝ) :
    (Matrix.of F * R) * responseMatrix A B s * (Matrix.of F * R)ᵀ
      = Matrix.diagonal (fun k => L k - s) := by
  have hG := modes_orthogonal h
  have hC : R * (A + B) * R * (Matrix.of F)ᵀ = (Matrix.of F)ᵀ * Matrix.diagonal L := by
    ext i j
    rw [Matrix.mul_diagonal]
    calc (R * (A + B) * R * (Matrix.of F)ᵀ) i j
        = ((R * (A + B) * R) *ᵥ F j) i := rfl
      _ = L j * F j i := by rw [h.eigen j]; rfl
      _ = F j i * L j := mul_comm _ _
  have hM : R * (A - B)⁻¹ * R = 1 := by
    rw [← h.root, Matrix.mul_inv_rev]
    calc R * (R⁻¹ * R⁻¹) * R = (R * R⁻¹) * (R⁻¹ * R) := by simp only [Matrix.mul_assoc]
      _ = 1 := by
        rw [Matrix.mul_nonsing_inv _ h.unit, Matrix.nonsing_inv_mul _ h.unit, Matrix.one_mul]
  rw [Matrix.transpose_mul, h.sym]
  calc Matrix.of F * R * responseMatrix A B s * (R * (Matrix.of F)ᵀ)
      = Matrix.of F * (R * (A + B) * R * (Matrix.of F)ᵀ)
        - s • (Matrix.of F * (R * (A - B)⁻¹ * R) * (Matrix.of F)ᵀ) := by
        simp only [responseMatrix, Matrix.mul_sub, Matrix.sub_mul, Matrix.mul_smul,
          Matrix.smul_mul, Matrix.mul_assoc]
    _ = Matrix.diagonal L - s • (1 : Matrix n n ℝ) := by
        rw [hC, hM, ← Matrix.mul_assoc, hG, Matrix.one_mul, Matrix.mul_one, hG]
    _ = Matrix.diagonal (fun k => L k - s) := by
        ext i j
        by_cases hij : i = j
        · subst hij; simp
        · simp [hij]

/-- The response matrix is invertible exactly when the squared frequency `s` differs from
every Casida eigenvalue. -/
theorem isUnit_responseMatrix_iff (h : CasidaModes A B R L F) (s : ℝ) :
    IsUnit (responseMatrix A B s).det ↔ ∀ k, L k ≠ s := by
  have hG := congrArg Matrix.det (modes_orthogonal h)
  rw [Matrix.det_mul, Matrix.det_transpose, Matrix.det_one] at hG
  have hF : (Matrix.of F).det ≠ 0 := fun h0 => by simp [h0] at hG
  have hR : R.det ≠ 0 := h.unit.ne_zero
  have hD := congrArg Matrix.det (mode_congruence h s)
  rw [Matrix.det_mul, Matrix.det_mul, Matrix.det_transpose, Matrix.det_mul,
    Matrix.det_diagonal] at hD
  have hP := mul_ne_zero hF hR
  rw [isUnit_iff_ne_zero]
  constructor
  · intro hK k hk
    have hne := mul_ne_zero (mul_ne_zero hP hK) hP
    rw [hD] at hne
    exact Finset.prod_ne_zero_iff.1 hne k (Finset.mem_univ k) (sub_eq_zero.2 hk)
  · intro hs hK
    rw [hK, mul_zero, zero_mul] at hD
    exact Finset.prod_ne_zero_iff.2 (fun k _ => sub_ne_zero.2 (hs k)) hD.symm

/-- A quadratic form with weights `g k` on the modes is the weighted sum of the squared numbers `dᵀ
R F_k`. -/
theorem mode_quadratic_form (h : CasidaModes A B R L F) (d g : n → ℝ) :
    d ⬝ᵥ (((Matrix.of F * R)ᵀ * Matrix.diagonal g * (Matrix.of F * R)) *ᵥ d)
      = ∑ k, g k * (d ⬝ᵥ (R *ᵥ F k)) ^ 2 := by
  have hP : ∀ k, ((Matrix.of F * R) *ᵥ d) k = d ⬝ᵥ (R *ᵥ F k) := by
    intro k
    rw [← Matrix.mulVec_mulVec]
    change F k ⬝ᵥ (R *ᵥ d) = _
    rw [Matrix.dotProduct_mulVec, ← Matrix.mulVec_transpose, h.sym, dotProduct_comm]
  simp only [← hP]
  generalize Matrix.of F * R = P
  rw [← Matrix.mulVec_mulVec, ← Matrix.mulVec_mulVec, Matrix.dotProduct_mulVec,
    Matrix.vecMul_transpose]
  refine Finset.sum_congr rfl fun k _ => ?_
  rw [Matrix.mulVec_diagonal]
  ring

/-- Casida pole expansion: away from the eigenvalues `L k`, the polarizability is the sum of
`f_k / (L k - s)` with `f_k` the oscillator strengths. -/
theorem polarizability_eq_sum (h : CasidaModes A B R L F) (d : n → ℝ) {s : ℝ}
    (hs : ∀ k, L k ≠ s) :
    polarizability A B d s = ∑ k, oscillatorStrength R F d k / (L k - s) := by
  have hk : ∀ k, (L k - s) * (L k - s)⁻¹ = 1 := fun k =>
    mul_inv_cancel₀ (sub_ne_zero.2 (hs k))
  have hinv : (responseMatrix A B s)⁻¹ = (Matrix.of F * R)ᵀ
      * Matrix.diagonal (fun k => (L k - s)⁻¹) * (Matrix.of F * R) := by
    have hc := mode_congruence h s
    generalize Matrix.of F * R = P at hc ⊢
    apply Matrix.inv_eq_right_inv
    -- a right inverse of P is also a left inverse
    have h1 : P * (responseMatrix A B s * Pᵀ * Matrix.diagonal (fun k => (L k - s)⁻¹)) = 1 := by
      rw [← Matrix.mul_assoc, ← Matrix.mul_assoc, hc]
      simp only [Matrix.diagonal_mul_diagonal, hk, Matrix.diagonal_one]
    have h2 := mul_eq_one_comm.1 h1
    simpa only [Matrix.mul_assoc] using h2
  rw [polarizability, hinv, mode_quadratic_form h, Finset.mul_sum]
  refine Finset.sum_congr rfl fun k _ => ?_
  rw [oscillatorStrength]
  ring

/-- The f-sum rule in Casida form: the oscillator strengths add up to `2 dᵀ(A-B)d`. -/
theorem f_sum_rule (h : CasidaModes A B R L F) (d : n → ℝ) :
    ∑ k, oscillatorStrength R F d k = 2 * (d ⬝ᵥ ((A - B) *ᵥ d)) := by
  have hPP : (Matrix.of F * R)ᵀ * Matrix.diagonal (fun _ => (1 : ℝ)) * (Matrix.of F * R)
      = A - B := by
    rw [Matrix.diagonal_one, Matrix.mul_one, Matrix.transpose_mul, h.sym]
    calc R * (Matrix.of F)ᵀ * (Matrix.of F * R)
        = R * ((Matrix.of F)ᵀ * Matrix.of F) * R := by simp only [Matrix.mul_assoc]
      _ = A - B := by rw [mul_eq_one_comm.1 (modes_orthogonal h), Matrix.mul_one, h.root]
  rw [← hPP, mode_quadratic_form h, Finset.mul_sum]
  simp only [oscillatorStrength, one_mul]

/-- If `X` and `Y` solve the coupled linear-response equations at frequency `ω` off the poles,
the induced dipole `dᵀ(X+Y)` is the polarizability at `ω²`. -/
theorem induced_dipole_eq (h : CasidaModes A B R L F) {d X Y : n → ℝ} {ω : ℝ}
    (hs : ∀ k, L k ≠ ω ^ 2) (h1 : A *ᵥ X + B *ᵥ Y - ω • X = d)
    (h2 : B *ᵥ X + A *ᵥ Y + ω • Y = d) :
    d ⬝ᵥ (X + Y) = polarizability A B d (ω ^ 2) := by
  have hu : IsUnit (A - B).det := by
    rw [← h.root, Matrix.det_mul]
    exact h.unit.mul h.unit
  -- the difference of the two equations relates X - Y to X + Y
  have hd : (A - B) *ᵥ (X - Y) = ω • (X + Y) := by
    simp only [Matrix.sub_mulVec, Matrix.mulVec_sub]
    linear_combination (norm := module) h1 - h2
  have hi : X - Y = ω • ((A - B)⁻¹ *ᵥ (X + Y)) := by
    rw [← Matrix.mulVec_smul, ← hd, Matrix.mulVec_mulVec, Matrix.nonsing_inv_mul _ hu,
      Matrix.one_mulVec]
  -- substituting for X - Y in the sum of the two equations gives the response equation for X + Y
  have hK : responseMatrix A B (ω ^ 2) *ᵥ (X + Y) = (2 : ℝ) • d := by
    simp only [Matrix.mulVec_add] at hi
    simp only [responseMatrix, Matrix.sub_mulVec, Matrix.add_mulVec, Matrix.mulVec_add,
      Matrix.smul_mulVec]
    linear_combination (norm := module) h1 + h2 + ω • hi
  have hx : X + Y = (2 : ℝ) • ((responseMatrix A B (ω ^ 2))⁻¹ *ᵥ d) := by
    rw [← Matrix.mulVec_smul, ← hK, Matrix.mulVec_mulVec,
      Matrix.nonsing_inv_mul _ ((isUnit_responseMatrix_iff h _).2 hs), Matrix.one_mulVec]
  rw [hx, dotProduct_smul, smul_eq_mul, polarizability]

/-- At high frequency, `ω²` times the polarizability tends to `-2 dᵀ(A-B)d`. -/
theorem high_frequency_limit (h : CasidaModes A B R L F) (d : n → ℝ) :
    Tendsto (fun ω : ℝ => ω ^ 2 * polarizability A B d (ω ^ 2)) atTop
      (𝓝 (-(2 * (d ⬝ᵥ ((A - B) *ᵥ d))))) := by
  have hlim : Tendsto (fun s : ℝ => ∑ k, (-oscillatorStrength R F d k
      - oscillatorStrength R F d k * L k * (s + -L k)⁻¹)) atTop
      (𝓝 (∑ k, (-oscillatorStrength R F d k - oscillatorStrength R F d k * L k * 0))) :=
    tendsto_finsetSum _ fun k _ => tendsto_const_nhds.sub (tendsto_const_nhds.mul
      (tendsto_inv_atTop_zero.comp (tendsto_atTop_add_const_right atTop (-L k) tendsto_id)))
  simp only [mul_zero, sub_zero, Finset.sum_neg_distrib, f_sum_rule h] at hlim
  have hpol : Tendsto (fun s : ℝ => s * polarizability A B d s) atTop
      (𝓝 (-(2 * (d ⬝ᵥ ((A - B) *ᵥ d))))) := by
    refine hlim.congr' ?_
    filter_upwards [eventually_all.2 fun k => eventually_gt_atTop (L k)] with s hs
    rw [polarizability_eq_sum h d (fun k => (hs k).ne), Finset.mul_sum]
    refine Finset.sum_congr rfl fun k _ => ?_
    have hpos : 0 < s + -L k := by linarith [hs k]
    have hu : (s + -L k) * (s + -L k)⁻¹ = 1 := mul_inv_cancel₀ hpos.ne'
    have hb : L k - s = -(s + -L k) := by ring
    rw [hb, div_neg, div_eq_mul_inv]
    linear_combination oscillatorStrength R F d k * hu
  exact hpol.comp (tendsto_pow_atTop two_ne_zero)

/-- An explicit pair of coupled excitations with `B ≠ 0` has Casida eigenvalues 25 and 50. -/
theorem casidaModes_witness :
    CasidaModes !![21, -3; -3, 25 / 4] !![20, -3; -3, 9 / 4] !![1, 0; 0, 2]
      ![25, 50] ![![3 / 5, 4 / 5], ![-4 / 5, 3 / 5]] := by
  refine ⟨?_, ?_, ?_, ?_, ?_⟩
  · ext i j
    fin_cases i <;> fin_cases j <;> norm_num [Matrix.mul_apply, Fin.sum_univ_succ]
  · ext i j
    fin_cases i <;> fin_cases j <;> simp
  · norm_num [Matrix.det_fin_two]
  · intro i j
    fin_cases i <;> fin_cases j <;> norm_num [dotProduct, Fin.sum_univ_succ]
  · intro k
    ext i
    fin_cases k <;> fin_cases i <;>
      norm_num [Matrix.mulVec, dotProduct, Matrix.mul_apply, Fin.sum_univ_succ]

end

end CasidaSumRule
```

```lean
#print axioms CasidaSumRule.exists_modes
#print axioms CasidaSumRule.f_sum_rule
#print axioms CasidaSumRule.induced_dipole_eq
#print axioms CasidaSumRule.high_frequency_limit
```

```
'CasidaSumRule.exists_modes' depends on axioms: [propext, Classical.choice, Quot.sound]
'CasidaSumRule.f_sum_rule' depends on axioms: [propext, Classical.choice, Quot.sound]
'CasidaSumRule.induced_dipole_eq' depends on axioms: [propext, Classical.choice, Quot.sound]
'CasidaSumRule.high_frequency_limit' depends on axioms: [propext, Classical.choice, Quot.sound]
```

The finite type `n` labels the basis excitations, and `A`, `B` and `R` are real matrices over it. `A` acts among the excitations, and `B` couples them to the de-excitations. `CasidaModes` collects the hypotheses on $R$, $L_k$ and $F_k$. Given a symmetric invertible $R$ with $R^2=A-B$, `exists_modes` derives the $L_k$ and $F_k$ from the symmetry of $A+B$; the later theorems take them as given. A real symmetric invertible $R$ makes $A-B$ positive definite, which expresses stability of a real reference state against small imaginary orbital changes. The $L_k$ may be negative, in which case $\sqrt{L_k}$ is no real excitation frequency.

The model has a real driving frequency $\omega$, no damping, frequency-independent matrices and one field direction, whose dipole matrix elements form $d$. Each $f_k$ is therefore the oscillator strength for that direction; the isotropic oscillator strength is the average over three perpendicular directions. The right-hand side of `f_sum_rule` is a quadratic form in these matrices; equating it with an electron number would need further input about the Hamiltonian and the basis. Within such a finite model, the rule can test a computed linear-response spectrum when all its roots are available.

One could also assume $A-B$ positive definite and define $R$ as its positive square root. This would remove `R` from the hypotheses and add the construction of the root, with the same physical scope.

## How the proof follows the algebra

`modes_orthogonal` is $GG^T=1$, with `Matrix.of F` for $G$, and `mode_congruence` is the diagonalisation. `isUnit_responseMatrix_iff` takes its determinant. `mode_quadratic_form` evaluates $d^TP^T\mathrm{diag}(g)Pd$ for any weights $g_k$: `polarizability_eq_sum` uses $g_k=(L_k-s)^{-1}$, and `f_sum_rule` uses $g_k=1$. Both turn a right inverse into a left one with `mul_eq_one_comm`.

In `induced_dipole_eq`, `linear_combination` subtracts and adds the amplitude equations. `high_frequency_limit` takes the limit term by term in $s$, then substitutes $s=\omega^2$. `casidaModes_witness` checks the modes of the two-excitation example, where $B\neq0$.
